# Electron-number probabilities in a region, for a Slater determinant on finitely many sites

## From orbital overlaps to populations

After a single-determinant calculation, one may ask how probable it is that a region, such as an atomic basin or a basin of the electron localisation function (ELF), holds exactly $n$ electrons. A program can integrate products of occupied spin orbitals over the region, diagonalise the resulting matrix and obtain eigenvalues $l_i$. It then starts from $p_0=1$, with all other $p_n=0$, and for each eigenvalue $l$ updates

$$p_n \leftarrow (1-l)\,p_n + l\,p_{n-1},\qquad p_{-1}=0.$$

Running $n$ downwards lets the update work in place, and the whole loop costs of order $N^2$ operations for $N$ electrons. It multiplies out a product of linear factors. For orthonormal orbitals on a finite set, the theorem below shows that the coefficients of this product are the required probabilities.

## The model and the statement

Let $X$ be a finite set of sites, which may carry a spin label, and let $\varphi_i$, $i=1,\dots,N$, be complex orbitals on $X$. The hypothesis `OrthonormalOrbitals` says $\sum_x \overline{\varphi_i(x)}\varphi_j(x)=\delta_{ij}$; physically, it normalises the determinant. An ordered configuration is a map `x : Fin N → X`, which places electron $j$ at $x_j$ (Lean counts from 0). Its weight `configProb` is $|\det\varphi_i(x_j)|^2/N!$.

For a region $W\subseteq X$, `population` counts the electrons in $W$, and `regionProb φ W n` is $p_n$, the total weight of configurations with population $n$. The matrix `domainOverlap` is $S_{ij}=\sum_{x\in W}\overline{\varphi_i(x)}\varphi_j(x)$, and `domainEigenvalue` lists its real eigenvalues $l_i$ with multiplicity. For orthonormal orbitals, `cances_formula` states, for every complex $t$,

$$\sum_{n=0}^N p_n t^n=\det\bigl(1+(t-1)S\bigr)=\prod_i(1-l_i+t\,l_i).$$

This is the Cancès formula for a finite set. Continuous space and correlated wavefunctions are not treated, and $W$ is an arbitrary subset: no ELF is computed. On a quadrature grid with positive weights, the square roots of the weights can be absorbed into the orbitals, but orthonormality then generally holds only up to quadrature error.

## Averaging over configurations

Give each site a factor $w(x)$ and set $G_{ij}=\sum_y w(y)\overline{\varphi_i(y)}\varphi_j(y)$. Expanding both determinants over permutations and summing each electron over the sites gives

$$\sum_x\prod_j w(x_j)\,|\det\varphi_i(x_j)|^2=\sum_{\sigma,\tau}\operatorname{sgn}\sigma\operatorname{sgn}\tau\prod_j G_{\sigma(j)\tau(j)}.$$

For fixed $\sigma$, the sum over $\tau$ is the determinant of $G$ with permuted rows, $\operatorname{sgn}\sigma\det G$. The signs cancel, leaving $N!\det G$, and the weight's $1/N!$ removes the factorial.

Now take $w=t$ on $W$ and $w=1$ elsewhere. The product of factors is $t^n$ for a configuration with population $n$, while orthonormality gives $G=1+(t-1)S$. Since $S$ is Hermitian, $S=U\,\mathrm{diag}(l_i)\,U^\dagger$ with $U$ unitary, and the determinant becomes $\prod_i(1+(t-1)l_i)$.

## Normalisation, bounds and limiting cases

The theorems for these results all assume orthonormal orbitals, even where their docstrings do not repeat it.

- At $t=1$, $\sum_n p_n=1$.
- If some $l_i$ lay outside $[0,1]$, then $t=1-1/l_i$ would be positive and make its factor vanish. A sum of non-negative terms $p_nt^n$ would be zero, so every $p_n$ would vanish, contradicting normalisation.
- Differentiating at $t=1$ gives $\sum_n n\,p_n=\sum_i l_i=\operatorname{tr}S$.
- At $t=0$, $p_0=\det(1-S)$. Taking $w=1$ on $W$ and $0$ elsewhere keeps only configurations entirely inside $W$, so $p_N=\det S$.

## The Lean file

```lean
import Mathlib

open Matrix ComplexConjugate

namespace ElectronLocalisation

noncomputable section

variable {X : Type*} [Fintype X] [DecidableEq X] {N : ℕ}

/-- The orbitals `φ i` are orthonormal on the finite set of sites `X`. -/
def OrthonormalOrbitals (φ : Fin N → X → ℂ) : Prop :=
  ∀ i j, ∑ x, conj (φ i x) * φ j x = if i = j then 1 else 0

/-- The weight `|det φ_i(x_j)|² / N!` of the ordered configuration `x`. -/
def configProb (φ : Fin N → X → ℂ) (x : Fin N → X) : ℝ :=
  ‖(Matrix.of fun i j => φ i (x j)).det‖ ^ 2 / (N.factorial : ℝ)

/-- The number of electrons of the configuration `x` that sit in the region `W`. -/
def population (W : Finset X) (x : Fin N → X) : ℕ :=
  (Finset.univ.filter fun j => x j ∈ W).card

/-- The total weight of the configurations with exactly `n` electrons in `W`. -/
def regionProb (φ : Fin N → X → ℂ) (W : Finset X) (n : ℕ) : ℝ :=
  ∑ x ∈ Finset.univ.filter (fun x : Fin N → X => population W x = n), configProb φ x

/-- The domain overlap matrix: overlaps of the orbitals restricted to `W`. -/
def domainOverlap (φ : Fin N → X → ℂ) (W : Finset X) : Matrix (Fin N) (Fin N) ℂ :=
  Matrix.of fun i j => ∑ x ∈ W, conj (φ i x) * φ j x

omit [Fintype X] [DecidableEq X] in
/-- The domain overlap matrix is Hermitian. -/
theorem domainOverlap_isHermitian (φ : Fin N → X → ℂ) (W : Finset X) :
    (domainOverlap φ W).IsHermitian :=
  Matrix.IsHermitian.ext fun i j => by simp [domainOverlap, mul_comm]

/-- The eigenvalues of the domain overlap matrix. -/
def domainEigenvalue (φ : Fin N → X → ℂ) (W : Finset X) (i : Fin N) : ℝ :=
  (domainOverlap_isHermitian φ W).eigenvalues i

omit [DecidableEq X] in
/-- The sum over all configurations of the weight `configProb` times a product of one-electron
factors `w` is the determinant of the overlap matrix weighted by `w`. -/
theorem average_product (φ : Fin N → X → ℂ) (w : X → ℂ) :
    ∑ x : Fin N → X, (∏ j, w (x j)) * (configProb φ x : ℂ) =
      (Matrix.of fun i j => ∑ y, w y * (conj (φ i y) * φ j y)).det := by
  set G : Matrix (Fin N) (Fin N) ℂ :=
    Matrix.of fun i j => ∑ y, w y * (conj (φ i y) * φ j y) with hG
  let s : Equiv.Perm (Fin N) → ℂ := fun σ => ((Equiv.Perm.sign σ : ℤ) : ℂ)
  have key : ∑ x : Fin N → X, (∏ j, w (x j)) *
      (conj (Matrix.of fun i j => φ i (x j)).det * (Matrix.of fun i j => φ i (x j)).det)
      = (N.factorial : ℂ) * G.det := by
    calc _ = ∑ x : Fin N → X, ∑ σ, ∑ τ, s σ * s τ *
          ∏ j, (w (x j) * (conj (φ (σ j) (x j)) * φ (τ j) (x j))) := by
          -- expand both determinants over permutations
          refine Finset.sum_congr rfl fun x _ => ?_
          rw [Matrix.det_apply', map_sum, Finset.sum_mul_sum, Finset.mul_sum]
          refine Finset.sum_congr rfl fun σ _ => ?_
          rw [Finset.mul_sum]
          refine Finset.sum_congr rfl fun τ _ => ?_
          simp only [s, map_mul, map_prod, Matrix.of_apply, Finset.prod_mul_distrib,
            map_intCast]
          ring
      _ = ∑ σ, ∑ τ, s σ * s τ * ∏ j, G (σ j) (τ j) := by
          -- each electron is summed over the sites independently
          rw [Finset.sum_comm]
          refine Finset.sum_congr rfl fun σ _ => ?_
          rw [Finset.sum_comm]
          refine Finset.sum_congr rfl fun τ _ => ?_
          rw [← Finset.mul_sum]
          congr 1
          simp only [hG, Matrix.of_apply]
          rw [Finset.prod_univ_sum, Fintype.piFinset_univ]
      _ = ∑ _σ : Equiv.Perm (Fin N), G.det := by
          refine Finset.sum_congr rfl fun σ _ => ?_
          have h : ∑ τ, s τ * ∏ j, G (σ j) (τ j) = s σ * G.det := by
            rw [← Matrix.det_permute, ← Matrix.det_transpose, Matrix.det_apply']
            rfl
          have hs : s σ * s σ = 1 := by
            rcases Int.units_eq_one_or (Equiv.Perm.sign σ) with h | h <;> simp [s, h]
          simp only [mul_assoc]
          rw [← Finset.mul_sum, h, ← mul_assoc, hs, one_mul]
      _ = (N.factorial : ℂ) * G.det := by
          simp [Fintype.card_perm]
  have hN : (N.factorial : ℂ) ≠ 0 := by exact_mod_cast N.factorial_ne_zero
  have hx : ∀ x : Fin N → X, (∏ j, w (x j)) * (configProb φ x : ℂ) = (∏ j, w (x j)) *
      (conj (Matrix.of fun i j => φ i (x j)).det * (Matrix.of fun i j => φ i (x j)).det)
        / (N.factorial : ℂ) := by
    intro x
    rw [Complex.conj_mul', configProb]
    push_cast
    ring
  rw [Finset.sum_congr rfl fun x _ => hx x, ← Finset.sum_div, key,
    mul_div_cancel_left₀ _ hN]

/-- For a Hermitian matrix `A`, `det (1 + s A)` is the product of `1 + s a` over the
eigenvalues `a` of `A`. -/
theorem det_one_add_smul {A : Matrix (Fin N) (Fin N) ℂ} (hA : A.IsHermitian) (s : ℂ) :
    (1 + s • A).det = ∏ i, (1 + s * (hA.eigenvalues i : ℂ)) := by
  have h := hA.spectral_theorem
  rw [Unitary.conjStarAlgAut_apply] at h
  set U : Matrix (Fin N) (Fin N) ℂ := (hA.eigenvectorUnitary : Matrix (Fin N) (Fin N) ℂ)
  set D : Matrix (Fin N) (Fin N) ℂ := diagonal (RCLike.ofReal ∘ hA.eigenvalues) with hD
  have hU : U * star U = 1 := Unitary.mul_star_self_of_mem hA.eigenvectorUnitary.2
  have e : 1 + s • A = U * (1 + s • D) * star U := by
    rw [mul_add, add_mul, mul_one, hU, Matrix.mul_smul, Matrix.smul_mul, ← h]
  have hd : 1 + s • D = diagonal fun i => 1 + s * (hA.eigenvalues i : ℂ) := by
    ext i j
    by_cases hij : i = j
    · subst hij; simp [hD]
    · simp [hD, hij]
  have hdet : U.det * (star U).det = 1 := by rw [← Matrix.det_mul, hU, Matrix.det_one]
  rw [e, Matrix.det_mul, Matrix.det_mul, hd, Matrix.det_diagonal]
  linear_combination (∏ i, (1 + s * (hA.eigenvalues i : ℂ))) * hdet

/-- Cancès formula: the generating function of the probabilities of `n` electrons in `W` is
`det (1 + (t - 1) S)`, which factorises over the eigenvalues of the domain overlap matrix. -/
theorem cances_formula {φ : Fin N → X → ℂ} (hφ : OrthonormalOrbitals φ) (W : Finset X)
    (t : ℂ) :
    ∑ n ∈ Finset.range (N + 1), (regionProb φ W n : ℂ) * t ^ n =
        (1 + (t - 1) • domainOverlap φ W).det ∧
      (1 + (t - 1) • domainOverlap φ W).det =
        ∏ i, (1 - (domainEigenvalue φ W i : ℂ) + t * (domainEigenvalue φ W i : ℂ)) := by
  constructor
  · -- group the configurations by their population of `W`
    have hmaps : ∀ x ∈ (Finset.univ : Finset (Fin N → X)),
        population W x ∈ Finset.range (N + 1) := fun x _ => by
      have h := Finset.card_le_univ (Finset.univ.filter fun j => x j ∈ W)
      rw [Fintype.card_fin] at h
      exact Finset.mem_range.2 (Nat.lt_succ_of_le h)
    have hgroup : ∑ n ∈ Finset.range (N + 1), (regionProb φ W n : ℂ) * t ^ n =
        ∑ x : Fin N → X, t ^ population W x * (configProb φ x : ℂ) := by
      refine Eq.trans ?_ (Finset.sum_fiberwise_of_maps_to hmaps _)
      refine Finset.sum_congr rfl fun n _ => ?_
      rw [regionProb, Complex.ofReal_sum, Finset.sum_mul]
      refine Finset.sum_congr rfl fun x hx => ?_
      rw [(Finset.mem_filter.1 hx).2, mul_comm]
    have hpow : ∀ x : Fin N → X,
        t ^ population W x = ∏ j, (if x j ∈ W then t else 1) := fun x => by
      simp [population, Finset.prod_ite]
    simp only [hgroup, hpow]
    rw [average_product φ (fun y => if y ∈ W then t else 1)]
    congr 1
    ext i j
    have hy : ∀ y, (if y ∈ W then t else 1) * (conj (φ i y) * φ j y) =
        conj (φ i y) * φ j y + (t - 1) * (if y ∈ W then conj (φ i y) * φ j y else 0) := by
      intro y
      split_ifs <;> ring
    simp only [Matrix.of_apply, hy, Finset.sum_add_distrib, ← Finset.mul_sum, hφ i j,
      Finset.sum_ite_mem, Finset.univ_inter, Matrix.add_apply, Matrix.smul_apply,
      Matrix.one_apply, domainOverlap, smul_eq_mul]
  · rw [det_one_add_smul (domainOverlap_isHermitian φ W)]
    refine Finset.prod_congr rfl fun i _ => ?_
    rw [domainEigenvalue]
    ring

/-- The probabilities of finding `0, ..., N` electrons in `W` sum to one. -/
theorem sum_regionProb {φ : Fin N → X → ℂ} (hφ : OrthonormalOrbitals φ) (W : Finset X) :
    ∑ n ∈ Finset.range (N + 1), regionProb φ W n = 1 := by
  have h := (cances_formula hφ W 1).1
  simp only [one_pow, mul_one, sub_self, zero_smul, add_zero, Matrix.det_one] at h
  exact_mod_cast h

/-- Every eigenvalue of the domain overlap matrix lies between zero and one. -/
theorem domainEigenvalue_mem_Icc {φ : Fin N → X → ℂ} (hφ : OrthonormalOrbitals φ)
    (W : Finset X) (i : Fin N) : domainEigenvalue φ W i ∈ Set.Icc (0 : ℝ) 1 := by
  by_contra hl
  have h0 : domainEigenvalue φ W i ≠ 0 := fun h => hl (by rw [h]; simp)
  -- otherwise the generating function has the positive root `1 - 1 / l`
  have ht : 0 < 1 - 1 / domainEigenvalue φ W i := by
    rcases lt_or_gt_of_ne h0 with h | h
    · have := one_div_neg.2 h
      linarith
    · have h1 : 1 < domainEigenvalue φ W i := by
        by_contra h'
        exact hl ⟨h.le, not_lt.1 h'⟩
      have := (div_lt_one h).2 h1
      linarith
  have hr : 1 - domainEigenvalue φ W i +
      (1 - 1 / domainEigenvalue φ W i) * domainEigenvalue φ W i = 0 := by
    rw [sub_mul, one_div, inv_mul_cancel₀ h0]
    ring
  have hz : ∑ n ∈ Finset.range (N + 1),
      regionProb φ W n * (1 - 1 / domainEigenvalue φ W i) ^ n = 0 := by
    have h := cances_formula hφ W ((1 - 1 / domainEigenvalue φ W i : ℝ) : ℂ)
    have h' := (h.1.trans h.2).trans
      (Finset.prod_eq_zero (Finset.mem_univ i) (by exact_mod_cast hr))
    exact_mod_cast h'
  have hp : ∀ n, 0 ≤ regionProb φ W n := fun n =>
    Finset.sum_nonneg fun x _ => by unfold configProb; positivity
  have hall := (Finset.sum_eq_zero_iff_of_nonneg
    (fun n _ => mul_nonneg (hp n) (pow_nonneg ht.le n))).1 hz
  have h1 := sum_regionProb hφ W
  rw [Finset.sum_eq_zero fun n hn =>
    (mul_eq_zero.1 (hall n hn)).resolve_right (pow_pos ht n).ne'] at h1
  exact zero_ne_one h1

/-- The mean number of electrons in `W` is the trace of the domain overlap matrix. -/
theorem mean_population {φ : Fin N → X → ℂ} (hφ : OrthonormalOrbitals φ) (W : Finset X) :
    ∑ n ∈ Finset.range (N + 1), (regionProb φ W n : ℂ) * n = (domainOverlap φ W).trace := by
  have hprod : ∀ s : Finset (Fin N), HasDerivAt (fun t : ℂ => ∏ i ∈ s,
      (1 - (domainEigenvalue φ W i : ℂ) + t * (domainEigenvalue φ W i : ℂ)))
      (∑ i ∈ s, (domainEigenvalue φ W i : ℂ)) 1 := by
    intro s
    induction s using Finset.induction_on with
    | empty => simpa using hasDerivAt_const (1 : ℂ) (1 : ℂ)
    | insert a s ha ih =>
      simp only [Finset.prod_insert ha, Finset.sum_insert ha]
      have h1 := ((hasDerivAt_id' (1 : ℂ)).mul_const
        (domainEigenvalue φ W a : ℂ)).const_add (1 - (domainEigenvalue φ W a : ℂ))
      exact (h1.fun_mul ih).congr_deriv (by simp)
  -- differentiate the generating function at `t = 1`
  have hsum : HasDerivAt (fun t : ℂ => ∑ n ∈ Finset.range (N + 1),
      (regionProb φ W n : ℂ) * t ^ n)
      (∑ n ∈ Finset.range (N + 1), (regionProb φ W n : ℂ) * n) 1 :=
    (HasDerivAt.fun_sum fun n _ =>
      (hasDerivAt_pow n (1 : ℂ)).const_mul (regionProb φ W n : ℂ)).congr_deriv (by simp)
  have hfun := funext fun t => (cances_formula hφ W t).1.trans (cances_formula hφ W t).2
  rw [hfun] at hsum
  rw [hsum.unique (hprod Finset.univ),
    (domainOverlap_isHermitian φ W).trace_eq_sum_eigenvalues]
  rfl

/-- The probability that `W` is empty is `det (1 - S)`, and the probability that it holds all
`N` electrons is `det S`. -/
theorem empty_and_full {φ : Fin N → X → ℂ} (hφ : OrthonormalOrbitals φ) (W : Finset X) :
    (regionProb φ W 0 : ℂ) = (1 - domainOverlap φ W).det ∧
      (regionProb φ W N : ℂ) = (domainOverlap φ W).det := by
  constructor
  · have h := (cances_formula hφ W 0).1
    rw [Finset.sum_range_succ'] at h
    simpa [sub_eq_add_neg] using h
  · have h := average_product φ (fun y => if y ∈ W then 1 else 0)
    have hS : (Matrix.of fun i j => ∑ y, (if y ∈ W then (1 : ℂ) else 0) *
        (conj (φ i y) * φ j y)) = domainOverlap φ W := by
      ext i j
      simp [domainOverlap, Finset.sum_ite_mem]
    rw [hS] at h
    rw [← h, regionProb, Complex.ofReal_sum, Finset.sum_filter]
    refine Finset.sum_congr rfl fun x _ => ?_
    have hx : population W x = N ↔ ∀ j, x j ∈ W := by
      have h := Finset.card_filter_eq_iff (s := Finset.univ) (p := fun j => x j ∈ W)
      simpa [population] using h
    by_cases hall : ∀ j, x j ∈ W
    · rw [if_pos (hx.2 hall)]
      simp [hall]
    · rw [if_neg (fun h => hall (hx.1 h))]
      obtain ⟨j, hj⟩ := not_forall.1 hall
      rw [Finset.prod_eq_zero (Finset.mem_univ j) (if_neg hj), zero_mul]

/-- The orbitals `(1, 2, 2)/3` and `(2, 1, -2)/3` on three sites are orthonormal. -/
theorem orthonormalOrbitals_witness :
    OrthonormalOrbitals
      (![![1 / 3, 2 / 3, 2 / 3], ![2 / 3, 1 / 3, -2 / 3]] : Fin 2 → Fin 3 → ℂ) := by
  intro i j
  have h2 : conj (2 : ℂ) = 2 := Complex.ext (by simp) (by simp)
  have h3 : conj (3 : ℂ) = 3 := Complex.ext (by simp) (by simp)
  fin_cases i <;> fin_cases j <;> simp [Fin.sum_univ_succ, h2, h3] <;> norm_num

end

end ElectronLocalisation
```

```lean
#print axioms ElectronLocalisation.sum_regionProb
#print axioms ElectronLocalisation.domainEigenvalue_mem_Icc
#print axioms ElectronLocalisation.mean_population
#print axioms ElectronLocalisation.empty_and_full
```

```
'ElectronLocalisation.sum_regionProb' depends on axioms: [propext, Classical.choice, Quot.sound]
'ElectronLocalisation.domainEigenvalue_mem_Icc' depends on axioms: [propext, Classical.choice, Quot.sound]
'ElectronLocalisation.mean_population' depends on axioms: [propext, Classical.choice, Quot.sound]
'ElectronLocalisation.empty_and_full' depends on axioms: [propext, Classical.choice, Quot.sound]
```

## How the proof follows the derivation

`average_product` is the permutation argument and needs no orthonormality. `Finset.prod_univ_sum` exchanges the product over electrons with the sums over sites, and `Matrix.det_permute` supplies the sign of the permuted rows.

`domainOverlap_isHermitian` makes the eigenvalues available, and `det_one_add_smul` diagonalises through `spectral_theorem`. In `cances_formula`, `Finset.sum_fiberwise_of_maps_to` groups configurations by population; `hφ` then turns the full overlap into the identity matrix.

`sum_regionProb` sets $t=1$, and `domainEigenvalue_mem_Icc` runs the positive-root argument by contradiction. `mean_population` differentiates the product by induction on its factors and equates the two derivatives by uniqueness. `empty_and_full` uses $t=0$ for the first identity and returns to `average_product` for the second. Finally, `orthonormalOrbitals_witness` checks that $(1,2,2)/3$ and $(2,1,-2)/3$ on three sites satisfy the orthonormality hypothesis.
